# Space-group, lattice and exchange symmetry of a two-point interaction on a finite periodic grid, read from its plane-wave elements

A plane-wave $G_0W_0$ calculation for a crystal usually stores the screened interaction as one matrix $W_{GG'}(q)$ for each crystal momentum $q$. It can compute these matrices for symmetry-inequivalent $q$ only and fill in the others by rotation. The storage scheme needs the elements between different crystal momenta to vanish, and the filling-in needs the correct phase when the symmetry operation contains a fractional translation. Both follow from invariance of the interaction, here for an arbitrary function $W(x,y)$ at one fixed frequency on a finite periodic grid. In each case the property, when it holds for the elements between all plane waves of the grid, is also equivalent to the invariance. Checking it only below a plane-wave cutoff does not test the full $W(x,y)$.

The invariances are assumed. They are not derived from a polarizability or from the crystal's Hamiltonian. The examples of failure given below are worked by hand and are not part of the Lean file. They are chosen for simplicity and are not realistic screened interactions.

## A finite grid with periodic boundary conditions

The grid points of the periodically repeated simulation region form a finite abelian group $A$ with $N$ elements, where addition is translation. In Lean this is `[AddCommGroup A] [Fintype A]`.

```lean
import Mathlib

open ComplexConjugate

namespace ScreenedInteractionSymmetry

noncomputable section

variable {A : Type*} [AddCommGroup A] [Fintype A]
```

A plane wave is a character $c$, a function with $c(0)=1$ and $c(x+y)=c(x)c(y)$, and has the type `AddChar A ℂ`. In the usual notation $c(x)=e^{iK\cdot x}$ with $K=q+G$. The matrix element is

$$\hat W(c,d)=\sum_{x,y}\overline{c(x)}\,W(x,y)\,d(y).$$

The plane waves are unnormalized; with waves of unit norm the element is $\hat W(c,d)/N$. The relations between elements below have the same form in either convention.

```lean
/-- Matrix element of the interaction `W` between the unnormalized plane waves `c` and `d`
on a periodic grid `A`. -/
def element (W : A → A → ℂ) (c d : AddChar A ℂ) : ℂ :=
  ∑ x, ∑ y, conj (c x) * W x y * d y
```

A point operation $R$ turns $c$ into $cR$, the plane wave $x\mapsto c(Rx)$. For an orthogonal $R$ this has wave vector $R^{-1}K$.

```lean
/-- The plane wave `x ↦ c (R x)` obtained from `c` by a point operation `R` of the grid. -/
def rotated (R : A ≃+ A) (c : AddChar A ℂ) : AddChar A ℂ :=
  c.compAddMonoidHom R.toAddMonoidHom
```

Finiteness is used first for the modulus. Since $c(t)^N=c(Nt)=c(0)=1$, every value of $c$ has modulus one, so $\overline{c(t)}=c(-t)$ and $\overline{c(t)}\,c(t)=c(0)=1$. The Lean proof starts from Mathlib's version of $\overline{c(t)}=c(-t)$.

```lean
/-- A plane wave has unit modulus at every grid point. -/
theorem planeWave_phase (c : AddChar A ℂ) (t : A) : conj (c t) * c t = 1 := by
  rw [← AddChar.map_neg_eq_conj, ← AddChar.map_add_eq_mul, neg_add_cancel,
    AddChar.map_zero_eq_one]
```

It is used again for completeness. Put $z=x-u$, so that $c(x)\overline{c(u)}=c(z)$, and let $S=\sum_c c(z)$. If $z=0$, every term is one and $S=N$, because there are as many characters as grid points. If $z\neq0$, some character $b$ has $b(z)\neq1$. Multiplication by $b$ permutes the characters, so $S=b(z)S$ and therefore $S=0$.

```lean
/-- Completeness of the plane waves on the grid. -/
theorem planeWave_completeness [DecidableEq A] (x u : A) :
    ∑ c : AddChar A ℂ, c x * conj (c u) = if x = u then (Fintype.card A : ℂ) else 0 := by
  have h : ∀ c : AddChar A ℂ, c x * conj (c u) = c (x - u) := by
    intro c
    rw [sub_eq_add_neg, AddChar.map_add_eq_mul, AddChar.map_neg_eq_conj]
  simp only [h, AddChar.sum_apply_eq_ite, sub_eq_zero]
```

The proof turns on the Mathlib lemma `AddChar.sum_apply_eq_ite`, which evaluates $S$ in both cases. It contains a fact about $A$ that is not mere rearrangement: a finite abelian group has enough complex characters to tell any two points apart. For an explicit grid one sees this by writing down the exponentials. The lemma supplies it for every finite abelian group, with no coordinates chosen, and all the converse directions below depend on it.

Inserting the definition of $\hat W$ and collecting the sums over plane waves gives the back transformation:

$$\sum_{c,d}c(x)\hat W(c,d)\overline{d(y)}
=\sum_{u,v}\Big[\sum_c c(x)\overline{c(u)}\Big]W(u,v)\Big[\sum_d d(v)\overline{d(y)}\Big]
=N^2\,W(x,y).$$

In the Lean proof, `swap` exchanges the order of the four sums, and the two uses of `Finset.sum_eq_single` keep only $u=x$ and $v=y$.

```lean
/-- Back transformation: the plane-wave elements return the interaction in real space,
times the squared number of grid points. -/
theorem element_inversion (W : A → A → ℂ) (x y : A) :
    ∑ c : AddChar A ℂ, ∑ d : AddChar A ℂ, c x * element W c d * conj (d y)
      = (Fintype.card A : ℂ) ^ 2 * W x y := by
  classical
  -- move the sums over grid points outside the sums over plane waves
  have swap : ∀ F : AddChar A ℂ → AddChar A ℂ → A → A → ℂ,
      ∑ c, ∑ d, ∑ u, ∑ v, F c d u v = ∑ u, ∑ v, ∑ c, ∑ d, F c d u v := by
    intro F
    calc ∑ c, ∑ d, ∑ u, ∑ v, F c d u v
        = ∑ c, ∑ u, ∑ d, ∑ v, F c d u v :=
          Finset.sum_congr rfl fun c _ => Finset.sum_comm
      _ = ∑ u, ∑ c, ∑ d, ∑ v, F c d u v := Finset.sum_comm
      _ = ∑ u, ∑ c, ∑ v, ∑ d, F c d u v :=
          Finset.sum_congr rfl fun u _ => Finset.sum_congr rfl fun c _ => Finset.sum_comm
      _ = ∑ u, ∑ v, ∑ c, ∑ d, F c d u v :=
          Finset.sum_congr rfl fun u _ => Finset.sum_comm
  calc ∑ c : AddChar A ℂ, ∑ d : AddChar A ℂ, c x * element W c d * conj (d y)
      = ∑ c : AddChar A ℂ, ∑ d : AddChar A ℂ, ∑ u, ∑ v,
          (c x * conj (c u)) * W u v * (d v * conj (d y)) := by
        refine Finset.sum_congr rfl fun c _ => Finset.sum_congr rfl fun d _ => ?_
        simp only [element, Finset.mul_sum, Finset.sum_mul]
        refine Finset.sum_congr rfl fun u _ => Finset.sum_congr rfl fun v _ => ?_
        ring
    _ = ∑ u, ∑ v, ∑ c : AddChar A ℂ, ∑ d : AddChar A ℂ,
          (c x * conj (c u)) * W u v * (d v * conj (d y)) := swap _
    _ = ∑ u, ∑ v, (∑ c : AddChar A ℂ, c x * conj (c u)) * W u v
          * (∑ d : AddChar A ℂ, d v * conj (d y)) := by
        refine Finset.sum_congr rfl fun u _ => Finset.sum_congr rfl fun v _ => ?_
        rw [Finset.sum_mul, Finset.sum_mul]
        refine Finset.sum_congr rfl fun c _ => ?_
        rw [Finset.mul_sum]
    _ = (Fintype.card A : ℂ) ^ 2 * W x y := by
        -- completeness leaves only u = x and v = y
        refine (Finset.sum_eq_single x ?_ ?_).trans ?_
        · intro u _ hu
          refine Finset.sum_eq_zero fun v _ => ?_
          rw [planeWave_completeness x u, if_neg hu.symm, zero_mul, zero_mul]
        · intro h
          exact absurd (Finset.mem_univ x) h
        refine (Finset.sum_eq_single y ?_ ?_).trans ?_
        · intro v _ hv
          rw [planeWave_completeness v y, if_neg hv, mul_zero]
        · intro h
          exact absurd (Finset.mem_univ y) h
        rw [planeWave_completeness x x, planeWave_completeness y y, if_pos rfl, if_pos rfl]
        ring
```

Since $N^2\neq0$, two interactions with the same elements are equal.

```lean
/-- Two interactions with the same plane-wave elements are equal. -/
theorem eq_of_element_eq {W V : A → A → ℂ} (h : ∀ c d, element W c d = element V c d) :
    W = V := by
  funext x y
  have hW := element_inversion W x y
  simp only [h] at hW
  rw [element_inversion V x y] at hW
  have hN : (Fintype.card A : ℂ) ^ 2 ≠ 0 :=
    pow_ne_zero _ (Nat.cast_ne_zero.mpr Fintype.card_ne_zero)
  exact (mul_left_cancel₀ hN hW).symm
```

On an infinite grid the double sum need not converge, and completeness would involve an integral over wave vectors. That limit is not treated.

## A point operation that permutes the grid

The operation $x\mapsto Rx+t$ combines a point operation $R$ with a translation $t$, which may be a fraction of a lattice vector. The type `R : A ≃+ A` makes $R$ an invertible additive map of the grid onto itself, and `t : A` makes $t$ a grid vector. The grid therefore has to be compatible with the operation, including its fractional translation. No length is preserved by assumption, so $R$ need not be a rotation in the geometric sense.

Invertibility allows the change of summation variables. Let $W'(x,y)=W(Rx+t,Ry+t)$ be the interaction evaluated at the moved points. As $x$ and $y$ run once over the grid, so do $Rx+t$ and $Ry+t$, and hence

$$\begin{aligned}
\hat W(c,d)&=\sum_{x,y}\overline{c(Rx+t)}\,W(Rx+t,Ry+t)\,d(Ry+t)\\
&=\overline{c(t)}\,d(t)\,\hat W'(cR,dR).
\end{aligned}$$

This holds for every $W$, invariant or not. In Lean, `e` is the permutation $x\mapsto Rx+t$, and `Equiv.sum_comp` performs the substitution once for each sum.

```lean
/-- Elements of any interaction `W` expressed through those of the interaction obtained by
evaluating `W` at the points moved by the operation `x ↦ R x + t`. -/
theorem element_moved (W : A → A → ℂ) (R : A ≃+ A) (t : A) (c d : AddChar A ℂ) :
    element W c d = conj (c t) * d t *
      element (fun x y => W (R x + t) (R y + t)) (rotated R c) (rotated R d) := by
  obtain ⟨e, he⟩ : ∃ e : A ≃ A, ∀ x, e x = R x + t :=
    ⟨R.toEquiv.trans (Equiv.addRight t), fun _ => rfl⟩
  have hr : ∀ (b : AddChar A ℂ) (x : A), rotated R b x = b (R x) := fun _ _ => rfl
  unfold element
  -- substitute x → R x + t in both sums
  refine (Equiv.sum_comp e _).symm.trans ?_
  rw [Finset.mul_sum]
  refine Finset.sum_congr rfl fun x _ => ?_
  refine (Equiv.sum_comp e (fun y => conj (c (e x)) * W (e x) y * d y)).symm.trans ?_
  rw [Finset.mul_sum]
  refine Finset.sum_congr rfl fun y _ => ?_
  simp only [he, hr, AddChar.map_add_eq_mul, map_mul]
  ring
```

If $R$ were not invertible, the symmetry relation could fail. Take $R=0$ and $t=0$ on a grid with at least two points. A constant nonzero $W$ satisfies $W(Rx,Ry)=W(x,y)$. Its element between two constant waves is nonzero, while its element between a non-constant $c$ and the constant wave is zero, yet the relation would equate the two.

The grid could also have been modelled by integer coordinates modulo $N_1,N_2,N_3$, with plane waves labelled by integers $k_i$. The operation would then be an integer matrix, and the rotated wave would have labels $k'_j=\sum_i k_iR_{ij}N_j/N_i$. That version is closer to program code, but it brings in divisibility conditions when the $N_i$ differ. Composing $c$ with $R$ avoids them.

## Invariance under a space-group operation

The hypothesis $W(Rx+t,Ry+t)=W(x,y)$ says that the interaction between two points is unchanged when both are moved by the operation. This is expected of the screened interaction when the electronic ground state has the crystal's symmetry.

By hand, invariance means $W'=W$, and the previous identity becomes

$$\hat W(c,d)=\overline{c(t)}\,d(t)\,\hat W(cR,dR).$$

In wave vectors the phase is $e^{i(K'-K)\cdot t}$, where $K$ and $K'$ belong to $c$ and $d$.

For the converse, suppose this relation holds for all $c,d$. Comparing it with the identity for $W'$ and cancelling the nonzero phase gives $\hat W'(cR,dR)=\hat W(cR,dR)$. Every plane wave has the form $cR$, since $R$ is invertible. All elements of $W'$ and $W$ therefore agree, and $W'=W$.

The Lean proof has the same two halves. The first rewrites `element_moved` with `hW`. The second applies it to waves rotated by `R.symm`, uses `hc` to undo that rotation, and cancels the phase with `hne`.

```lean
/-- An interaction is invariant under the space-group operation `x ↦ R x + t` exactly when
its elements at rotated plane waves agree with the original ones up to the phase
`conj (c t) * d t`. -/
theorem spaceGroup_invariant_iff (W : A → A → ℂ) (R : A ≃+ A) (t : A) :
    (∀ x y, W (R x + t) (R y + t) = W x y) ↔
      ∀ c d, element W c d
        = conj (c t) * d t * element W (rotated R c) (rotated R d) := by
  constructor
  · intro h c d
    have hW : (fun x y => W (R x + t) (R y + t)) = W := by
      funext x y
      exact h x y
    have m := element_moved W R t c d
    rwa [hW] at m
  · intro h
    suffices hW : (fun x y => W (R x + t) (R y + t)) = W from
      fun x y => congrFun (congrFun hW x) y
    have hc : ∀ c : AddChar A ℂ, rotated R (rotated R.symm c) = c := fun c =>
      DFunLike.ext _ _ fun x => congrArg c (R.symm_apply_apply x)
    -- the phases are nonzero and every plane wave is a rotated one
    refine eq_of_element_eq fun c d => ?_
    have m := element_moved W R t (rotated R.symm c) (rotated R.symm d)
    rw [h (rotated R.symm c) (rotated R.symm d)] at m
    simp only [hc] at m
    have hne : conj (rotated R.symm c t) * rotated R.symm d t ≠ 0 :=
      mul_ne_zero (left_ne_zero_of_mul_eq_one (planeWave_phase _ t))
        (right_ne_zero_of_mul_eq_one (planeWave_phase _ t))
    exact (mul_left_cancel₀ hne m).symm
```

Without invariance, the equivalence says that the relation fails for at least one pair of plane waves. For such a pair, computing the element from its rotated partner gives a wrong value.

## Two fixed plane waves with different phases at $t$

The extinction rule adds three conditions to invariance: $cR=c$, $dR=d$ and $c(t)\neq d(t)$. The first two say that both wave vectors are unchanged by the point operation, as for waves along a screw axis or in a glide plane. The third says that the translation part distinguishes them.

By hand, the relation between elements reduces to $\hat W(c,d)=\overline{c(t)}\,d(t)\,\hat W(c,d)$. If the element were nonzero, then $\overline{c(t)}\,d(t)=1$. Multiplication by $c(t)$ would give $d(t)=c(t)$, contrary to the third condition. Hence $\hat W(c,d)=0$.

In Lean, `hc` and `hd` are used in the rewriting of `m`. The equation `h1` is the cancelled phase relation, and the last `linear_combination` contradicts `hne`.

```lean
/-- Extinction rule: if `W` is invariant under `x ↦ R x + t` and `R` fixes two plane waves
that differ at `t`, the element between them vanishes. -/
theorem element_extinction (W : A → A → ℂ) (R : A ≃+ A) (t : A)
    (hW : ∀ x y, W (R x + t) (R y + t) = W x y) (c d : AddChar A ℂ)
    (hc : rotated R c = c) (hd : rotated R d = d) (hne : c t ≠ d t) :
    element W c d = 0 := by
  have m := (spaceGroup_invariant_iff W R t).1 hW c d
  rw [hc, hd] at m
  by_contra hX
  have h1 : conj (c t) * d t = 1 := mul_right_cancel₀ hX (by linear_combination -m)
  apply hne
  linear_combination (d t) * planeWave_phase c t - (c t) * h1
```

If the phases agree, nothing has to vanish: for $W(x,y)=\delta_{xy}$ the element $\hat W(c,c)$ equals $N$. If $R$ changes one of the waves, the relation connects two different elements and need not force either to zero. For example, on a two-dimensional grid with $n\geq3$ points along $a$ and an even number $m$ along $b$, let $R$ reverse $a$ and let $t$ be half the period along $b$. The interaction $\delta_{xy}\sin(2\pi a/n)\cos(2\pi b/m)$, with $x=(a,b)$, is invariant. It still couples the constant wave to $e^{2\pi i(a/n+b/m)}$, although the two differ at $t$.

## Invariance under a group of lattice translations

The subgroup $H$, written `H : AddSubgroup A`, contains the lattice translations of the crystal within the periodic region. Two plane waves agree on all of $H$ exactly when they have the same crystal momentum, that is, when their wave vectors differ by a reciprocal lattice vector. The theorem therefore states block-diagonality in $q$.

By hand, take $R$ to be the identity. If $c(s)\neq d(s)$ for some $s\in H$, the extinction rule gives $\hat W(c,d)=0$. Conversely, let all such elements vanish and fix $s\in H$. The relation to be verified is $\hat W(c,d)=\overline{c(s)}\,d(s)\,\hat W(c,d)$. Where $c(s)=d(s)$ the phase is one, and where they differ both sides are zero. The space-group equivalence then gives invariance under $s$.

The Lean proof uses `element_extinction` for the first direction and the case split `by_cases e : c s = d s` for the second.

```lean
/-- An interaction is invariant under a group `H` of lattice translations exactly when it
has no elements between plane waves that differ somewhere on `H`. -/
theorem lattice_invariant_iff (W : A → A → ℂ) (H : AddSubgroup A) :
    (∀ s ∈ H, ∀ x y, W (x + s) (y + s) = W x y) ↔
      ∀ c d : AddChar A ℂ, (∃ s ∈ H, c s ≠ d s) → element W c d = 0 := by
  have hr : ∀ c : AddChar A ℂ, rotated (AddEquiv.refl A) c = c := fun c =>
    DFunLike.ext _ _ fun _ => rfl
  constructor
  · rintro h c d ⟨s, hs, hne⟩
    exact element_extinction W (AddEquiv.refl A) s (fun x y => h s hs x y) c d
      (hr c) (hr d) hne
  · intro h s hs
    refine (spaceGroup_invariant_iff W (AddEquiv.refl A) s).2 fun c d => ?_
    simp only [hr]
    by_cases e : c s = d s
    · rw [← e, planeWave_phase, one_mul]
    · rw [h c d ⟨s, hs, e⟩, mul_zero]
```

Without lattice invariance, different crystal momenta can couple. An interaction that equals one at $x=y=0$ and zero elsewhere, a crude point defect, has $\hat W(c,d)=1$ for every pair.

## Symmetry under exchange of the two positions

The condition $W(x,y)=W(y,x)$ is transposition symmetry, without complex conjugation, so it differs from Hermiticity. For the screened interaction at fixed frequency it holds in a system with time-reversal symmetry, and it can fail in a magnetic one.

By hand, exchanging the names of the summation variables gives

$$\begin{aligned}
\hat W(\bar d,\bar c)&=\sum_{x,y}d(x)\,W(x,y)\,\overline{c(y)}\\
&=\sum_{x,y}\overline{c(x)}\,W(y,x)\,d(y),
\end{aligned}$$

which is the element of the transposed interaction between $c$ and $d$. If $W$ is symmetric, this equals $\hat W(c,d)$. If the two are equal for all $c,d$, then $W$ and its transpose have the same elements and coincide. In crystal notation the relation reads $W_{GG'}(q)=W_{-G',-G}(-q)$, so the matrix at $-q$ follows from the one at $q$.

Lean writes the conjugate wave as the group inverse `c⁻¹`. The step `key` is the displayed calculation, and `eq_of_element_eq` supplies the converse.

```lean
/-- An interaction is symmetric in its two positions exactly when its elements are unchanged
on exchanging the two plane waves and conjugating both (`c⁻¹` is the conjugate of `c`). -/
theorem symmetric_iff (W : A → A → ℂ) :
    (∀ x y, W x y = W y x) ↔ ∀ c d, element W c d = element W d⁻¹ c⁻¹ := by
  -- exchanging and conjugating the plane waves transposes the interaction
  have key : ∀ c d, element W d⁻¹ c⁻¹ = element (fun x y => W y x) c d := by
    intro c d
    unfold element
    refine Finset.sum_comm.trans ?_
    refine Finset.sum_congr rfl fun x _ => Finset.sum_congr rfl fun y _ => ?_
    simp only [AddChar.inv_apply, AddChar.map_neg_eq_conj, Complex.conj_conj]
    ring
  constructor
  · intro h c d
    have hW : (fun x y => W y x) = W := by
      funext x y
      exact h y x
    rw [key, hW]
  · intro h x y
    have hW : W = fun x y => W y x :=
      eq_of_element_eq fun c d => (h c d).trans (key c d)
    exact congrFun (congrFun hW x) y

end

end ScreenedInteractionSymmetry
```

Without exchange symmetry, the relation fails for at least one pair of waves, and computing that element from its exchanged and conjugated partner gives a wrong value.

```lean
#print axioms ScreenedInteractionSymmetry.spaceGroup_invariant_iff
#print axioms ScreenedInteractionSymmetry.lattice_invariant_iff
#print axioms ScreenedInteractionSymmetry.symmetric_iff
```

```
'ScreenedInteractionSymmetry.spaceGroup_invariant_iff' depends on axioms: [propext, Classical.choice, Quot.sound]
'ScreenedInteractionSymmetry.lattice_invariant_iff' depends on axioms: [propext, Classical.choice, Quot.sound]
'ScreenedInteractionSymmetry.symmetric_iff' depends on axioms: [propext, Classical.choice, Quot.sound]
```
